# The largest linear mixing that converges from every start in the symmetric, spin-restricted Newns–Anderson model

An atom adsorbed on a metal has a level broadened into a resonance. Electrons on the atom repel each other, so the level's energy depends on its occupation, which in turn depends on the energy. A self-consistency loop can overshoot: too much charge raises the level, the raised level empties, and the next step overfills it. Damping the update helps, and the question is how much damping is enough.

Let $n$ be the occupation per spin, $U>0$ the repulsion, $D>0$ the half-width of the resonance and $a>0$ the weight of the new occupation in each step, with $a<1$ for a damped update and $a=1$ for an undamped one. We use mean-field theory at zero temperature, with both spins equally occupied, a Lorentzian resonance of fixed width, and a level that lies at the Fermi energy when it is half filled. The loop then converges to $n=1/2$ from every real start exactly when $a\,(1+U/(\pi D))\le 2$.

In Lean 4 with Mathlib:

```lean
import Mathlib

open Filter Topology Set Real

namespace NewnsAndersonMixing

noncomputable section
```

In what follows, `def` introduces a quantity and `theorem` a claim. The claim ends at `:=`, after which comes its proof. All quantities are real numbers, and energies are measured from the Fermi level.

## The level and its update

```lean
/-- Lorentzian density of states at energy `w` of an adsorbate level at energy `e`
with half-width `D > 0`. -/
def levelDOS (D e w : ℝ) : ℝ := D / π / ((w - e) ^ 2 + D ^ 2)
```

This is the Lorentzian density of states per spin at energy $w$, for a level centred at $e$:
$$\rho(w)=\frac{D}{\pi}\,\frac{1}{(w-e)^2+D^2}.$$
The constant $D$ stands for the coupling to the metal, taken as independent of energy.

```lean
/-- Occupation per spin of the symmetric level at mean-field energy `U (n - 1/2)` relative to
the Fermi level, for half-width `D > 0`. -/
def occupation (U D n : ℝ) : ℝ := 1 / 2 - Real.arctan (U * (n - 1 / 2) / D) / π
```

The mean-field level sits at $e=U(n-1/2)$, which is at the Fermi level when $n=1/2$. Its occupation is
$$F(n)=\frac12-\frac1\pi\arctan\frac{U(n-1/2)}{D}.$$
Both spins share the same $n$, so magnetic solutions are excluded from the start.

```lean
/-- One spin-restricted self-consistency step with linear mixing `a`, for half-width `D > 0`. -/
def mix (U D a n : ℝ) : ℝ := (1 - a) * n + a * occupation U D n
```

One step of the loop is $M(n)=(1-a)n+aF(n)$. Stronger damping means smaller $a$.

```lean
/-- The threshold mixing parameter `2πD/(πD + U)`, for `U, D > 0`. -/
def criticalMixing (U D : ℝ) : ℝ := 2 * (π * D) / (π * D + U)
```

This names the threshold $a_c=2\pi D/(\pi D+U)$, obtained by solving $a(1+U/(\pi D))=2$ for $a$.

## The arctangent from filled states

```lean
/-- For `D > 0`, filling the Lorentzian level up to the Fermi level at zero energy gives the
arctangent formula for the occupation. -/
theorem integral_levelDOS {D : ℝ} (hD : 0 < D) (U n : ℝ) :
    ∫ w in Iic (0 : ℝ), levelDOS D (U * (n - 1 / 2)) w = occupation U D n := by
  unfold occupation
  generalize U * (n - 1 / 2) = e
  have hL : ∀ w, levelDOS D e w = 1 / (π * D) * (1 + ((w - e) / D) ^ 2)⁻¹ := by
    intro w
    have hS : (w - e) ^ 2 + D ^ 2 ≠ 0 := by positivity
    have h1 : 1 + ((w - e) / D) ^ 2 = ((w - e) ^ 2 + D ^ 2) / D ^ 2 := by
      rw [div_pow, add_div, div_self (pow_ne_zero 2 hD.ne')]
      ring
    rw [h1, inv_div, levelDOS]
    field_simp
  have hint : MeasureTheory.Integrable (levelDOS D e) := by
    rw [funext hL]
    exact ((integrable_inv_one_add_sq.comp_div hD.ne').comp_sub_right e).const_mul _
  -- the scaled arctangent is a primitive of the density of states
  have hder : ∀ w ∈ Iic (0 : ℝ),
      HasDerivAt (fun w => Real.arctan ((w - e) / D) / π) (levelDOS D e w) w := by
    intro w _
    refine (((((hasDerivAt_id' w).sub_const e).div_const D).arctan).div_const π).congr_deriv ?_
    rw [hL]
    ring
  have h0 : Tendsto (fun w : ℝ => w - e) atBot atBot := by
    simpa only [sub_eq_add_neg, id] using
      tendsto_atBot_add_const_right atBot (-e) tendsto_id
  have hlim : Tendsto (fun w => Real.arctan ((w - e) / D) / π) atBot (𝓝 (-(π / 2) / π)) :=
    ((Real.tendsto_arctan_atBot.mono_right nhdsWithin_le_nhds).comp
      (h0.atBot_div_const hD)).div_const π
  rw [MeasureTheory.integral_Iic_of_hasDerivAt_of_tendsto' hder hint.integrableOn hlim]
  have hp : π / 2 / π = 1 / 2 := by field_simp
  rw [show (0 - e) / D = -(e / D) by ring, Real.arctan_neg, neg_div, neg_div, hp]
  ring
```

The set `Iic 0` is $(-\infty,0]$, so the theorem says that filling the resonance up to the Fermi level at zero temperature gives $F(n)$. By hand, $\arctan((w-e)/D)/\pi$ has derivative $\rho(w)$ and tends to $-1/2$ as $w\to-\infty$. Hence
$$\int_{-\infty}^0\rho\,dw=-\frac1\pi\arctan\frac eD+\frac12 .$$
In the proof, `hder` is the derivative, `hlim` the limit and `hint` the integrability of $\rho$.

## Only the size of the error matters

```lean
/-- Particle-hole symmetry: the mixing step commutes with the exchange of `n` and `1 - n`. -/
theorem mix_particle_hole (U D a n : ℝ) : mix U D a (1 - n) = 1 - mix U D a n := by
  unfold mix occupation
  rw [show U * (1 - n - 1 / 2) / D = -(U * (n - 1 / 2) / D) by ring, Real.arctan_neg]
  ring
```

Exchanging electrons and holes sends $n$ to $1-n$. Since the arctangent is odd, $F(1-n)=1-F(n)$, and therefore $M(1-n)=1-M(n)$. Setting $n=1/2$ shows that half filling is a fixed point.

```lean
/-- The size of the error after a step depends only on the size of the error before it. -/
theorem abs_mix_sub_half (U D a n : ℝ) :
    |mix U D a n - 1 / 2| = |mix U D a (1 / 2 + |n - 1 / 2|) - 1 / 2| := by
  rcases le_total 0 (n - 1 / 2) with h | h
  · rw [abs_of_nonneg h, show 1 / 2 + (n - 1 / 2) = n by ring]
  · rw [abs_of_nonpos h, show 1 / 2 + -(n - 1 / 2) = 1 - n by ring, mix_particle_hole,
      show 1 - mix U D a n - 1 / 2 = -(mix U D a n - 1 / 2) by ring, abs_neg]
```

Write $x=|n-1/2|$. The new error size is $g(x)=|M(1/2+x)-1/2|$, whichever side $n$ lies on. The proof splits into $n\ge1/2$, where nothing needs doing, and $n\le1/2$, where the symmetry applies. With $y=Ux/D$, the signed error after a step from $1/2+x$ is
$$M(1/2+x)-\tfrac12=(1-a)x-\frac a\pi\arctan y .$$

```lean
/-- For positive `y`, the arctangent lies between `y/(1 + y²)` and `y`. -/
theorem arctan_bounds {y : ℝ} (hy : 0 < y) :
    y / (1 + y ^ 2) ≤ Real.arctan y ∧ Real.arctan y < y := by
  have ht := Real.arctan_strictMono hy
  rw [Real.arctan_zero] at ht
  have hc := Real.cos_arctan_pos y
  have hs := Real.tan_mul_cos hc.ne'
  rw [Real.tan_arctan] at hs
  constructor
  · calc y / (1 + y ^ 2) = y * Real.cos (Real.arctan y) ^ 2 := by
          rw [Real.cos_sq_arctan]; ring
      _ = Real.sin (Real.arctan y) * Real.cos (Real.arctan y) := by rw [← hs]; ring
      _ ≤ Real.arctan y * 1 :=
          mul_le_mul (Real.sin_le ht.le) (Real.cos_le_one _) hc.le ht.le
      _ = Real.arctan y := mul_one _
  · have h := Real.lt_tan ht (Real.arctan_lt_pi_div_two y)
    rwa [Real.tan_arctan] at h
```

For $y>0$ put $\theta=\arctan y$, so that $0<\theta<\pi/2$. Then $\theta<\tan\theta=y$, and
$$\theta\ge\sin\theta\ge\sin\theta\cos\theta=\frac{y}{1+y^2}.$$
The `calc` block is the second chain, read from right to left.

## Below and above the threshold

```lean
/-- For `U, D, a > 0` with `a (1 + U/(πD)) ≤ 2`, a mixing step strictly reduces every
nonzero deviation from half filling. -/
theorem error_decreases {U D a n : ℝ} (hU : 0 < U) (hD : 0 < D) (ha : 0 < a)
    (h : a * (1 + U / (π * D)) ≤ 2) (hn : n ≠ 1 / 2) :
    |mix U D a n - 1 / 2| < |n - 1 / 2| := by
  rw [abs_mix_sub_half]
  have hx : 0 < |n - 1 / 2| := abs_pos.2 (sub_ne_zero.2 hn)
  generalize |n - 1 / 2| = x at hx ⊢
  have hy : 0 < U * x / D := by positivity
  have hA := Real.arctan_strictMono hy
  rw [Real.arctan_zero] at hA
  have h1 : 0 < a * (Real.arctan (U * x / D) / π) := by positivity
  have h2 : a * (Real.arctan (U * x / D) / π) < a * (U * x / D / π) :=
    mul_lt_mul_of_pos_left (div_lt_div_of_pos_right (arctan_bounds hy).2 pi_pos) ha
  have h3 : a * (U * x / D / π) = a * (U / (π * D)) * x := by field_simp
  have h4 := mul_le_mul_of_nonneg_right h hx.le
  have h5 : mix U D a (1 / 2 + x) - 1 / 2
      = (1 - a) * x - a * (Real.arctan (U * x / D) / π) := by
    unfold mix occupation
    rw [show 1 / 2 + x - 1 / 2 = x by ring]
    ring
  rw [h5, abs_lt]
  constructor <;> nlinarith [mul_pos ha hx]
```

Let $x>0$. Since $0<\arctan y<y$, the signed error is less than $(1-a)x<x$. It is also greater than
$$(1-a)x-\frac{aU}{\pi D}x=x-a\Bigl(1+\frac{U}{\pi D}\Bigr)x\ge -x .$$
So its size is strictly below $x$, even at equality in the threshold condition, where the linearised map only flips the sign of the error. In the code, `h5` is the signed error and `h2` the bound on the arctangent; `nlinarith` combines them into the two inequalities.

```lean
/-- Charge sloshing: for `U, D > 0`, `0 < a < 2` and `a (1 + U/(πD)) > 2`, the iteration has
a two-cycle that jumps between `1/2 + x` and `1/2 - x` with `x > 0`. -/
theorem exists_two_cycle {U D a : ℝ} (hU : 0 < U) (hD : 0 < D) (ha : 0 < a) (ha2 : a < 2)
    (h : 2 < a * (1 + U / (π * D))) :
    ∃ x > 0, mix U D a (1 / 2 + x) = 1 / 2 - x ∧ mix U D a (1 / 2 - x) = 1 / 2 + x := by
  have hp : 0 < π * D := by positivity
  have e : a * (1 + U / (π * D)) = a * (π * D + U) / (π * D) := by field_simp
  rw [e, lt_div_iff₀ hp] at h
  obtain ⟨c, hc⟩ : ∃ c, c = (2 - a) * (π * D) / (a * U) := ⟨_, rfl⟩
  have hc0 : 0 < c := by
    rw [hc]
    exact div_pos (mul_pos (by linarith) hp) (mul_pos ha hU)
  have hc1 : c < 1 := by
    rw [hc, div_lt_one (mul_pos ha hU)]
    linarith
  -- the line of slope c < 1 meets the arctangent at a positive point
  have hlow : c * (1 - c) ≤ Real.arctan (1 - c) := by
    refine le_trans ?_ (arctan_bounds (sub_pos.2 hc1)).1
    rw [le_div_iff₀ (by positivity)]
    have h1 : c * (1 + (1 - c) ^ 2) ≤ 1 := by
      nlinarith [mul_nonneg (sub_pos.2 hc1).le
        (show 0 ≤ 1 - c * (1 - c) by nlinarith [sq_nonneg c])]
    nlinarith [mul_le_mul_of_nonneg_right h1 (sub_pos.2 hc1).le]
  have hhigh : c * (π / (2 * c)) = π / 2 := by field_simp
  have hle : 1 - c ≤ π / (2 * c) := by
    rw [le_div_iff₀ (by positivity)]
    nlinarith [Real.pi_gt_three, sq_nonneg (c - 1)]
  have hcont : Continuous (fun y => Real.arctan y - c * y) :=
    Real.continuous_arctan.sub (continuous_const.mul continuous_id)
  obtain ⟨y, hy, hyc⟩ := intermediate_value_Icc' hle hcont.continuousOn
    (show (0 : ℝ) ∈ Icc _ _ from
      ⟨by linarith [Real.arctan_lt_pi_div_two (π / (2 * c))], by linarith⟩)
  have hy0 : 0 < y := lt_of_lt_of_le (sub_pos.2 hc1) hy.1
  have hyc' : Real.arctan y = c * y := sub_eq_zero.1 hyc
  have hfirst : mix U D a (1 / 2 + D * y / U) = 1 / 2 - D * y / U := by
    unfold mix occupation
    rw [show U * (1 / 2 + D * y / U - 1 / 2) / D = y by field_simp; ring, hyc', hc]
    field_simp
    ring
  refine ⟨D * y / U, by positivity, hfirst, ?_⟩
  have hs := mix_particle_hole U D a (1 / 2 + D * y / U)
  rw [hfirst, show 1 - (1 / 2 + D * y / U) = 1 / 2 - D * y / U by ring] at hs
  linarith
```

Above the threshold with $a<2$, we look for an error that is exactly reversed: $M(1/2+x)=1/2-x$. Inserting the signed error and $x=Dy/U$ gives
$$\arctan y=c\,y,\qquad c=\frac{(2-a)\pi D}{aU},$$
and the hypotheses say precisely that $0<c<1$.

At $y=1-c$ the arctangent is at least $cy$. By the lower bound above, it is enough that $c(1+(1-c)^2)\le1$, and this holds because
$$1-c-c(1-c)^2=(1-c)\bigl(1-c(1-c)\bigr)\ge0 .$$
At $y=\pi/(2c)$ the line has reached $\pi/2$, which the arctangent never does. The intermediate value theorem supplies a crossing between the two points, and particle-hole symmetry gives the return step $M(1/2-x)=1/2+x$. The charge sloshes back and forth for ever. `hlow` and `hhigh` are the two endpoint estimates.

## The exact condition

```lean
/-- Exact damping threshold: for `U, D, a > 0`, the mixed iteration converges to half filling
from every real start if and only if `a (1 + U/(πD)) ≤ 2`. -/
theorem mixing_converges_iff {U D a : ℝ} (hU : 0 < U) (hD : 0 < D) (ha : 0 < a) :
    (∀ n, Tendsto (fun k => (mix U D a)^[k] n) atTop (𝓝 (1 / 2))) ↔
      a * (1 + U / (π * D)) ≤ 2 := by
  constructor
  · intro hconv
    by_contra hcon
    -- some orbit keeps a fixed distance from half filling
    have hbad : ∃ x > 0, ∀ k, x ≤ |(mix U D a)^[k] (1 / 2 + x) - 1 / 2| := by
      rcases lt_or_ge a 2 with h2 | h2
      · obtain ⟨x, hx, hx1, -⟩ := exists_two_cycle hU hD ha h2 (not_le.1 hcon)
        refine ⟨x, hx, fun k => ge_of_eq ?_⟩
        induction k with
        | zero =>
          rw [Function.iterate_zero_apply, add_sub_cancel_left, abs_of_pos hx]
        | succ k ih =>
          rw [Function.iterate_succ_apply', abs_mix_sub_half, ih, hx1,
            show 1 / 2 - x - 1 / 2 = -x by ring, abs_neg, abs_of_pos hx]
      · refine ⟨1, one_pos, fun k => ?_⟩
        induction k with
        | zero => norm_num
        | succ k ih =>
          rw [Function.iterate_succ_apply', abs_mix_sub_half]
          generalize |(mix U D a)^[k] (1 / 2 + 1) - 1 / 2| = y at ih ⊢
          have hy : 0 < U * y / D := div_pos (mul_pos hU (by linarith)) hD
          have hA := Real.arctan_strictMono hy
          rw [Real.arctan_zero] at hA
          have h1 : 0 < a * (Real.arctan (U * y / D) / π) := by positivity
          refine le_trans ih (le_abs.2 (Or.inr ?_))
          unfold mix occupation
          rw [show 1 / 2 + y - 1 / 2 = y by ring]
          nlinarith [mul_nonneg (sub_nonneg.2 h2) (show 0 ≤ y by linarith)]
    obtain ⟨x, hx, hk⟩ := hbad
    have hl := ge_of_tendsto' ((hconv (1 / 2 + x)).sub_const (1 / 2)).abs hk
    rw [sub_self, abs_zero] at hl
    linarith
  · intro h n
    have hcont : Continuous (mix U D a) := by
      have h1 := Real.continuous_arctan.comp
        (by fun_prop : Continuous fun n : ℝ => U * (n - 1 / 2) / D)
      exact (continuous_const.mul continuous_id).add
        (continuous_const.mul (continuous_const.sub (h1.div_const π)))
    have hanti : Antitone (fun k => |(mix U D a)^[k] n - 1 / 2|) := by
      refine antitone_nat_of_succ_le fun k => ?_
      rw [Function.iterate_succ_apply']
      by_cases hm : (mix U D a)^[k] n = 1 / 2
      · have hs := mix_particle_hole U D a (1 / 2)
        rw [show (1 : ℝ) - 1 / 2 = 1 / 2 by norm_num] at hs
        rw [hm, show mix U D a (1 / 2) = 1 / 2 by linarith]
      · exact (error_decreases hU hD ha h hm).le
    have hbdd : BddBelow (range fun k => |(mix U D a)^[k] n - 1 / 2|) :=
      ⟨0, by rintro _ ⟨k, rfl⟩; exact abs_nonneg _⟩
    have hlim := tendsto_atTop_ciInf hanti hbdd
    generalize (⨅ k, |(mix U D a)^[k] n - 1 / 2|) = L at hlim
    -- by continuity the limiting error size is reproduced by a step, hence zero
    have hG : Continuous (fun y => |mix U D a (1 / 2 + y) - 1 / 2|) :=
      ((hcont.comp (continuous_const.add continuous_id)).sub continuous_const).abs
    have hnext : Tendsto (fun k => |(mix U D a)^[k + 1] n - 1 / 2|) atTop
        (𝓝 |mix U D a (1 / 2 + L) - 1 / 2|) := by
      refine ((hG.tendsto L).comp hlim).congr fun k => ?_
      rw [Function.iterate_succ_apply', abs_mix_sub_half U D a ((mix U D a)^[k] n)]
      rfl
    have hfix := tendsto_nhds_unique hnext (hlim.comp (tendsto_add_atTop_nat 1))
    have hL0 : 0 ≤ L := ge_of_tendsto' hlim fun k => abs_nonneg _
    have hL : L = 0 := by
      by_contra hne
      have hd := error_decreases (n := 1 / 2 + L) hU hD ha h
        (fun hh => hne (by linarith))
      rw [hfix, add_sub_cancel_left, abs_of_nonneg hL0] at hd
      exact lt_irrefl _ hd
    rw [hL] at hlim
    rw [tendsto_iff_norm_sub_tendsto_zero]
    simpa only [Real.norm_eq_abs] using hlim
```

The expression `(mix U D a)^[k] n` is the occupation after $k$ steps from $n$, and `Tendsto … atTop (𝓝 (1 / 2))` says that it approaches $1/2$ as $k\to\infty$. The sign `↔` is "if and only if".

**Convergence requires the condition.** Suppose the condition fails. If $a<2$, a start on the two-cycle keeps its error size $x$. If $a\ge2$, an error size $y>0$ becomes
$$(a-1)y+\frac a\pi\arctan\frac{Uy}{D}\ge y,$$
so a start at $1/2+1$ never has an error below 1. Both cases go by `induction` on $k$, and `hbad` collects them: some orbit keeps a fixed distance from half filling, which contradicts convergence.

**The condition suffices.** The error sizes never increase (`hanti`) and are bounded below by zero, so they have a limit $L\ge0$. Since $g$ is continuous, passing to the limit in one step gives $g(L)=L$ (`hfix`). If $L$ were positive, `error_decreases` would give $g(L)<L$. Hence $L=0$.

Above the threshold the theorem says that some start fails, not that all do; the start $n=1/2$ always stays put. "Every real start" also includes values outside $[0,1]$, which are not physical occupations. The failure is not confined to such values: for $a\le1$ the two-cycle lies inside $[0,1]$, since $(2-a)x=\frac a\pi\arctan\frac{Ux}{D}<\frac a2$ gives $x<\frac12$.

```lean
/-- For `U, D, a > 0`, convergence to half filling from every real start holds exactly when
the mixing does not exceed `2πD/(πD + U)`. -/
theorem converges_iff_le_criticalMixing {U D a : ℝ} (hU : 0 < U) (hD : 0 < D) (ha : 0 < a) :
    (∀ n, Tendsto (fun k => (mix U D a)^[k] n) atTop (𝓝 (1 / 2))) ↔
      a ≤ criticalMixing U D := by
  have hp : 0 < π * D := by positivity
  have e : a * (1 + U / (π * D)) = a * (π * D + U) / (π * D) := by field_simp
  rw [mixing_converges_iff hU hD ha, criticalMixing, e, div_le_iff₀ hp,
    le_div_iff₀ (add_pos hp hU)]
```

Multiplying the condition by $\pi D>0$ and dividing by $\pi D+U>0$ turns it into $a\le a_c$, with equality allowed.

```lean
/-- At fixed `U > 0`, the critical mixing strictly increases with the half-width `D > 0`. -/
theorem criticalMixing_strictMonoOn {U : ℝ} (hU : 0 < U) :
    StrictMonoOn (criticalMixing U) (Ioi 0) := by
  intro D hD E hE hDE
  have h1 : 0 < π * D + U := add_pos (mul_pos pi_pos hD) hU
  have h2 : 0 < π * E + U := add_pos (mul_pos pi_pos hE) hU
  unfold criticalMixing
  rw [div_lt_iff₀ h1, div_mul_eq_mul_div, lt_div_iff₀ h2]
  nlinarith [mul_pos (mul_pos pi_pos hU) (sub_pos.2 hDE)]

end

end NewnsAndersonMixing
```

`StrictMonoOn … (Ioi 0)` says that, at fixed $U$, the threshold strictly increases over all $D>0$. For widths $D<E$, cross-multiplying reduces the claim to $\pi U(E-D)>0$. A narrower resonance therefore has a lower threshold. The threshold is below 1, so that the undamped loop $a=1$ fails from some start, exactly when $U>\pi D$.

For self-consistent electronic-structure calculations, this is a one-variable mean-field example of charge sloshing and of the damping that stops it. It treats a symmetric level of energy-independent width at zero temperature, with a fixed linear mixing parameter.

```lean
#print axioms NewnsAndersonMixing.integral_levelDOS
#print axioms NewnsAndersonMixing.converges_iff_le_criticalMixing
#print axioms NewnsAndersonMixing.criticalMixing_strictMonoOn
```

```
'NewnsAndersonMixing.integral_levelDOS' depends on axioms: [propext, Classical.choice, Quot.sound]
'NewnsAndersonMixing.converges_iff_le_criticalMixing' depends on axioms: [propext, Classical.choice, Quot.sound]
'NewnsAndersonMixing.criticalMixing_strictMonoOn' depends on axioms: [propext, Classical.choice, Quot.sound]
```
